# Every complex matrix of size $2^M$ expands in products of $2M$ Clifford generators: the Fierz completeness relation

Let $g_0,\dots,g_{2M-1}$ be complex matrices of size $2^M$ with

$$g_i^2=1,\qquad g_ig_j=-g_jg_i\quad(i\neq j).$$

For a subset $S$ of the indices, $g_S$ denotes the product of the $g_i$ with $i\in S$, taken in increasing order, and $g_\emptyset=1$. The number of elements of $S$ is $|S|$.

Such matrices describe $M$ fermionic modes. If $a_p$ and $a_p^\dagger$ annihilate and create a particle in mode $p$, the Majorana operators $g_{2p}=a_p+a_p^\dagger$ and $g_{2p+1}=-i(a_p-a_p^\dagger)$ obey these relations on the Fock space of dimension $2^M$. The problem is to write an arbitrary operator $X$ on that space as a combination of Majorana products, and to find the coefficients. The answer is

$$X=2^{-M}\sum_S \operatorname{tr}(g_S^{-1}X)\,g_S .$$

For a finite number of modes, this is the expansion of a Hamiltonian or a density matrix in Majorana strings, which is used when fermionic problems are mapped to qubits.

The normalisation is $g_i^2=1$; some texts use Majorana operators with square $1/2$. Dirac matrices that square to $-1$ fit after multiplication by $i$. The generators need not be Hermitian, which is why $g_S^{-1}$ appears in place of $g_S^\dagger$. The two agree when all the $g_i$ are Hermitian.

In Lean, rows and columns are labelled by a finite type `n`. It can be a set of occupation strings as well as a range of numbers.

```lean
import Mathlib

open Matrix


namespace FierzCompleteness

noncomputable section

variable {n : Type*} [Fintype n] [DecidableEq n]
```

## Generators and their ordered products

The algebraic relations form a predicate on a family of $k$ matrices. Neither the number of generators nor the matrix size is restricted yet.

```lean
/-- Clifford generators: complex matrices that square to one and pairwise anticommute. -/
structure IsClifford {k : ℕ} (g : Fin k → Matrix n n ℂ) : Prop where
  sq : ∀ i, g i * g i = 1
  anti : ∀ i j, i ≠ j → g i * g j = -(g j * g i)
```

The product $g_S$ runs through all indices in increasing order and takes the factor $1$ wherever the index is outside $S$.

```lean
/-- The product `g_S` of the generators with index in `S`, taken in increasing order. -/
def cliffordProd {k : ℕ} (g : Fin k → Matrix n n ℂ) (S : Finset (Fin k)) : Matrix n n ℂ :=
  ((List.finRange k).map fun i => if i ∈ S then g i else 1).prod
```

## The sign from moving a generator through a product

Define $\varepsilon_S(j)=-1$ if $j\in S$ and $\varepsilon_S(j)=1$ otherwise.

```lean
/-- The sign that is `-1` if the index `j` belongs to `S` and `1` otherwise. -/
def memSign {k : ℕ} (S : Finset (Fin k)) (j : Fin k) : ℂ := if j ∈ S then -1 else 1
```

Each element of $S$ contributes one factor $-1$ to the product over all indices, so

$$\prod_i\varepsilon_S(i)=(-1)^{|S|}.$$

```lean
/-- The product of the membership signs over all indices is `(-1)^|S|`. -/
theorem prod_memSign {k : ℕ} (S : Finset (Fin k)) : ∏ i, memSign S i = (-1) ^ S.card := by
  simp [memSign, Finset.prod_ite_mem]
```

Suppose a matrix $x$ passes each factor $F_i$ with a scalar, $xF_i=c_iF_ix$. If it passes a product $P$ with the scalar $c_P$, then

$$xF_iP=c_iF_i\,xP=c_ic_P\,F_iP\,x .$$

By induction on the length of the list, $x$ passes the whole product with the product of the scalars.

```lean
/-- If a matrix `x` passes each factor at the cost of a scalar, it passes the ordered product
at the cost of the product of these scalars. -/
theorem mul_list_prod {ι : Type*} (x : Matrix n n ℂ) (F : ι → Matrix n n ℂ) (c : ι → ℂ)
    (h : ∀ i, x * F i = c i • (F i * x)) (l : List ι) :
    x * (l.map F).prod = (l.map c).prod • ((l.map F).prod * x) := by
  induction l with
  | nil => simp
  | cons a l ih =>
    simp only [List.map_cons, List.prod_cons]
    rw [← mul_assoc x, h, smul_mul_assoc, mul_assoc (F a) x, ih, mul_smul_comm, smul_smul,
      mul_assoc (F a) (l.map F).prod x]
```

Now take $x=g_j$. A factor $g_i$ with $i\in S$ and $i\ne j$ gives $-1$; the factor $g_j$ itself, if present, gives $+1$; a factor $1$ gives $+1$. All these cases are contained in the scalar $\varepsilon_S(i)$, multiplied by an extra $\varepsilon_S(j)$ when $i=j$. The product over $i$ gives

$$g_jg_S=(-1)^{|S|}\varepsilon_S(j)\,g_Sg_j .$$

The proof checks the cases one by one and then evaluates the product of scalars with `prod_memSign`.

```lean
/-- Moving a Clifford generator `g_j` through `g_S` gives the sign `(-1)^|S|`, with one more
minus sign if `j` belongs to `S`. -/
theorem gen_mul_cliffordProd {k : ℕ} {g : Fin k → Matrix n n ℂ} (hg : IsClifford g)
    (S : Finset (Fin k)) (j : Fin k) :
    g j * cliffordProd g S = ((-1) ^ S.card * memSign S j) • (cliffordProd g S * g j) := by
  have h := mul_list_prod (g j) (fun i => if i ∈ S then g i else 1)
    (fun i => memSign S i * (if i = j then memSign S j else 1)) (by
      intro i
      by_cases hi : i ∈ S
      · rcases eq_or_ne i j with rfl | hj
        · simp [memSign, hi]
        · simp [memSign, hi, hj, hg.anti j i hj.symm]
      · rcases eq_or_ne i j with rfl | hj
        · simp [memSign, hi]
        · simp [memSign, hi, hj]) (List.finRange k)
  rw [← Fin.prod_univ_def, Finset.prod_mul_distrib, prod_memSign] at h
  simpa [cliffordProd] using h
```

## Invertibility

Every factor of $g_S$ is either $1$ or some $g_i$, and each of these is its own inverse. A product of invertible matrices is invertible, so $g_S^{-1}$ is a true inverse. The lemma records this as invertibility of the determinant, the form that Mathlib's rules for the matrix inverse require.

```lean
/-- Each ordered product of Clifford generators is an invertible matrix. -/
theorem isUnit_det_cliffordProd {k : ℕ} {g : Fin k → Matrix n n ℂ} (hg : IsClifford g)
    (S : Finset (Fin k)) : IsUnit (cliffordProd g S).det := by
  rw [← Matrix.isUnit_iff_isUnit_det]
  unfold cliffordProd
  induction List.finRange k with
  | nil => simp
  | cons a l ih =>
    rw [List.map_cons, List.prod_cons]
    refine IsUnit.mul ?_ ih
    by_cases ha : a ∈ S
    · rw [if_pos ha]
      exact ⟨⟨g a, g a, hg.sq a, hg.sq a⟩, rfl⟩
    · rw [if_neg ha]
      exact isUnit_one
```

## An even number of generators distinguishes all subsets

Let $S\neq T$, and write $s=(-1)^{|S|}$ and $t=(-1)^{|T|}$. The claim is that for some $j$ the signs that $g_j$ picks up from $g_S$ and $g_T$ have a product different from $1$.

Suppose instead that $s\,\varepsilon_S(j)\,t\,\varepsilon_T(j)=1$ for every $j$. Since all factors are $\pm1$, this means $\varepsilon_S(j)\varepsilon_T(j)=st$ for every $j$. Multiplying over the $2M$ indices gives

$$st=\prod_j\varepsilon_S(j)\varepsilon_T(j)=(st)^{2M}=1 .$$

Hence $\varepsilon_S(j)=\varepsilon_T(j)$ for all $j$, and $S=T$, a contradiction.

The even number enters in the last equality. For the three Pauli matrices, $\sigma_x\sigma_y\sigma_z=i\,1$ commutes with every generator, just as $g_\emptyset=1$ does, and no generator separates the two.

```lean
/-- For two different subsets `S` and `T` of an even number of indices, there is an index `j` for
which the signs `(-1)^|S| * memSign S j` and `(-1)^|T| * memSign T j` do not multiply to one. -/
theorem exists_sign_ne_one {M : ℕ} {S T : Finset (Fin (2 * M))} (hne : S ≠ T) :
    ∃ j, ((-1) ^ S.card * memSign S j) * ((-1) ^ T.card * memSign T j) ≠ 1 := by
  by_contra! h
  have hS := prod_memSign S
  have hT := prod_memSign T
  have hs : (-1 : ℂ) ^ S.card * (-1) ^ S.card = 1 := by rw [← mul_pow]; simp
  have ht : (-1 : ℂ) ^ T.card * (-1) ^ T.card = 1 := by rw [← mul_pow]; simp
  generalize (-1 : ℂ) ^ S.card = s at h hS hs
  generalize (-1 : ℂ) ^ T.card = t at h hT ht
  have hu : ∀ j, memSign S j * memSign T j = s * t := fun j => by
    linear_combination s * t * h j - memSign S j * memSign T j * (t * t * hs + ht)
  -- the common sign equals its own even power, hence is one
  have hst : s * t = 1 := by
    calc s * t = ∏ j, memSign S j * memSign T j := by rw [Finset.prod_mul_distrib, hS, hT]
      _ = (s * t) ^ (2 * M) := by
        simp only [hu, Finset.prod_const, Finset.card_univ, Fintype.card_fin]
      _ = 1 := by
        rw [pow_mul, show (s * t) ^ 2 = 1 by linear_combination t * t * hs + ht, one_pow]
  apply hne
  ext j
  have hj := hu j
  rw [hst] at hj
  by_cases h1 : j ∈ S <;> by_cases h2 : j ∈ T
  · exact iff_of_true h1 h2
  · exact absurd hj (by norm_num [memSign, h1, h2])
  · exact absurd hj (by norm_num [memSign, h1, h2])
  · exact iff_of_false h1 h2
```

## Trace orthogonality

For $S\neq T$ choose such a $j$, and let $a$ and $b$ be the two signs: $g_jg_S=a\,g_Sg_j$ and $g_jg_T=b\,g_Tg_j$, with $ab\neq1$. Multiplying the first relation by $g_S^{-1}$ on both sides gives $g_S^{-1}g_j=a\,g_jg_S^{-1}$. Inserting $g_j^2=1$ and using the cyclic property of the trace,

$$\operatorname{tr}(g_S^{-1}g_T)=\operatorname{tr}(g_S^{-1}g_j\,g_jg_T)
=ab\,\operatorname{tr}(g_jg_S^{-1}g_Tg_j)=ab\,\operatorname{tr}(g_S^{-1}g_T).$$

Therefore $(ab-1)\operatorname{tr}(g_S^{-1}g_T)=0$, and the trace vanishes. In the code, `A` and `B` stand for $g_S$ and $g_T$; the two `calc` blocks are the relation for $g_S^{-1}$ and the chain of traces. The matrix size plays no part here.

```lean
/-- Trace orthogonality: for an even number of Clifford generators, `tr(g_S⁻¹ g_T) = 0`
whenever `S` and `T` differ. -/
theorem trace_inv_mul_eq_zero {M : ℕ} {g : Fin (2 * M) → Matrix n n ℂ} (hg : IsClifford g)
    {S T : Finset (Fin (2 * M))} (hne : S ≠ T) :
    trace ((cliffordProd g S)⁻¹ * cliffordProd g T) = 0 := by
  obtain ⟨j, hj⟩ := exists_sign_ne_one hne
  have hS := gen_mul_cliffordProd hg S j
  have hT := gen_mul_cliffordProd hg T j
  have hu := isUnit_det_cliffordProd hg S
  generalize (-1 : ℂ) ^ S.card * memSign S j = a at hS hj
  generalize (-1 : ℂ) ^ T.card * memSign T j = b at hT hj
  generalize cliffordProd g S = A at hS hu ⊢
  generalize cliffordProd g T = B at hT ⊢
  have hinv : A⁻¹ * g j = a • (g j * A⁻¹) := by
    calc A⁻¹ * g j = A⁻¹ * (g j * A) * A⁻¹ := by
          rw [mul_assoc, mul_assoc, Matrix.mul_nonsing_inv _ hu, mul_one]
      _ = a • (g j * A⁻¹) := by
          rw [hS, mul_smul_comm, smul_mul_assoc, ← mul_assoc, Matrix.nonsing_inv_mul _ hu,
            one_mul]
  -- insert `g_j² = 1` and carry one factor around the trace
  have h : trace (A⁻¹ * B) = (a * b) * trace (A⁻¹ * B) := by
    calc trace (A⁻¹ * B) = trace (A⁻¹ * g j * (g j * B)) := by
          rw [mul_assoc, ← mul_assoc (g j), hg.sq, one_mul]
      _ = (a * b) * trace (g j * (A⁻¹ * B * g j)) := by
          rw [hinv, hT, smul_mul_assoc, mul_smul_comm, smul_smul, trace_smul, smul_eq_mul]
          simp only [mul_assoc]
      _ = (a * b) * trace (A⁻¹ * B) := by
          rw [trace_mul_comm, mul_assoc (A⁻¹ * B), hg.sq, mul_one]
  have h0 : (a * b - 1) * trace (A⁻¹ * B) = 0 := by linear_combination -h
  exact (mul_eq_zero.mp h0).resolve_left (sub_ne_zero.mpr hj)
```

## Reading off coefficients

From here on the size is $2^M$, so $\operatorname{tr}1=2^M$. For any coefficients $c_T$, orthogonality removes all terms but one:

$$\operatorname{tr}\Bigl(g_S^{-1}\sum_Tc_Tg_T\Bigr)=c_S\operatorname{tr}1=2^Mc_S .$$

```lean
/-- For `2M` Clifford generators of size `2^M`, the trace with `g_S⁻¹` reads off `2^M` times
the coefficient of `g_S` in a combination of ordered products. -/
theorem trace_inv_mul_sum {M : ℕ} (hn : Fintype.card n = 2 ^ M)
    {g : Fin (2 * M) → Matrix n n ℂ} (hg : IsClifford g) (c : Finset (Fin (2 * M)) → ℂ)
    (S : Finset (Fin (2 * M))) :
    trace ((cliffordProd g S)⁻¹ * ∑ T, c T • cliffordProd g T) = 2 ^ M * c S := by
  rw [Finset.mul_sum, Matrix.trace_sum, Finset.sum_eq_single S]
  · rw [mul_smul_comm, Matrix.nonsing_inv_mul _ (isUnit_det_cliffordProd hg S), trace_smul,
      trace_one, hn, smul_eq_mul]
    push_cast
    ring
  · intro T _ hT
    rw [mul_smul_comm, trace_smul, trace_inv_mul_eq_zero hg hT.symm, smul_zero]
  · exact fun h => absurd (Finset.mem_univ S) h
```

## Completeness

If $\sum_Tc_Tg_T=0$, the last formula gives $2^Mc_S=0$ for every $S$, so the products are linearly independent. There are $2^{2M}$ subsets, and the space of matrices has dimension $(2^M)^2=2^{2M}$. The products therefore form a basis, and every $X$ has the form $\sum_Tc_Tg_T$. Its coefficients are $c_S=2^{-M}\operatorname{tr}(g_S^{-1}X)$, which is the completeness relation.

The theorem `fierz_completeness` has two hypotheses. `hn` says that the index type has $2^M$ elements, and `hg` says that the $2M$ matrices satisfy the Clifford relations. `X` is an arbitrary complex matrix, and the sum runs over all subsets `S` of the generator indices. The proof follows the argument above: `hli` is linear independence, `hspan` is the dimension count, and the final lines substitute the coefficients.

```lean
/-- **Fierz completeness relation.** For `2M` Clifford generators of size `2^M`, every complex
matrix `X` of that size equals `2^(-M) ∑_S tr(g_S⁻¹ X) g_S`. -/
theorem fierz_completeness {M : ℕ} (hn : Fintype.card n = 2 ^ M)
    {g : Fin (2 * M) → Matrix n n ℂ} (hg : IsClifford g) (X : Matrix n n ℂ) :
    X = ((2 : ℂ) ^ M)⁻¹ •
      ∑ S, trace ((cliffordProd g S)⁻¹ * X) • cliffordProd g S := by
  have h2 : (2 : ℂ) ^ M ≠ 0 := pow_ne_zero _ two_ne_zero
  have hli : LinearIndependent ℂ (cliffordProd g) := by
    rw [Fintype.linearIndependent_iff]
    intro c hc S
    have h := trace_inv_mul_sum hn hg c S
    rw [hc, mul_zero, trace_zero] at h
    exact (mul_eq_zero.mp h.symm).resolve_left h2
  -- the products are independent and as many as the matrix entries, so they span
  have hspan := hli.span_eq_top_of_card_eq_finrank' (by
    rw [Fintype.card_finset, Fintype.card_fin, Module.finrank_matrix, Module.finrank_self,
      hn, mul_one, ← pow_add, two_mul])
  have hX : X ∈ Submodule.span ℂ (Set.range (cliffordProd g)) := by
    rw [hspan]
    exact Submodule.mem_top
  obtain ⟨c, rfl⟩ := (Submodule.mem_span_range_iff_exists_fun ℂ).mp hX
  simp only [trace_inv_mul_sum hn hg, Finset.smul_sum, smul_smul]
  refine Finset.sum_congr rfl fun S _ => ?_
  rw [inv_mul_cancel_left₀ h2]
```

In particle physics, a Fierz identity usually means a reordering of the spinors in a product of two bilinears. That reordering follows from applying the completeness relation to the matrix $\psi\bar\chi$, a column times a row, where $\psi$ is the last spinor of the first bilinear and $\bar\chi$ is the first spinor of the second. An additional sign appears if the spinor components anticommute. The theorem concerns the matrix expansion alone. Its use for a real fermion system also requires a choice of finitely many modes, with their Majorana operators written as matrices; this identification is made outside the theorem.

The formula fails if the condition on the size is removed altogether. Take $M=1$ with the $4\times4$ matrices $g_0=\sigma_x\otimes1$ and $g_1=\sigma_y\otimes1$, which satisfy the Clifford relations, and let $X=1\otimes\sigma_z$. Every $g_S^{-1}$ acts only on the first factor, so each trace $\operatorname{tr}(g_S^{-1}X)$ contains $\operatorname{tr}\sigma_z=0$. The right-hand side is zero, whatever its prefactor, while $X$ is not.

## One mode and the Pauli expansion

For $M=0$ there are no generators, the matrices are numbers, and the relation reads $X=\operatorname{tr}(X)\,1$. The first case with generators is $M=1$, where $g_0=\sigma_x$ and $g_1=\sigma_y$ can be used. The comments in the code call these Pauli matrices `X` and `Y`; this `X` is not the arbitrary matrix of the theorem.

```lean
/-- The Pauli matrices `X` and `Y`. -/
def pauliXY : Fin 2 → Matrix (Fin 2) (Fin 2) ℂ :=
  ![!![0, 1; 1, 0], !![0, -Complex.I; Complex.I, 0]]
```

The four products are $1$, $\sigma_x$, $\sigma_y$ and $\sigma_x\sigma_y=i\sigma_z$. The inverse of the last is $-i\sigma_z$, so the factors $i$ and $-i$ cancel, and the relation becomes

$$X=\tfrac12\bigl[\operatorname{tr}(X)\,1+\operatorname{tr}(\sigma_xX)\,\sigma_x+\operatorname{tr}(\sigma_yX)\,\sigma_y+\operatorname{tr}(\sigma_zX)\,\sigma_z\bigr].$$

For a density matrix of a two-level system this is the Bloch-vector form. The last theorem confirms, entry by entry, that $\sigma_x$ and $\sigma_y$ satisfy the Clifford relations and that their size is $2^1$. Both hypotheses of the completeness theorem are thus met for $M=1$.

```lean
/-- The Pauli matrices `X` and `Y` are two Clifford generators of size `2^1`. -/
theorem pauliXY_witness : IsClifford pauliXY ∧ Fintype.card (Fin 2) = 2 ^ 1 := by
  refine ⟨⟨fun i => ?_, fun i j hij => ?_⟩, by simp⟩
  · fin_cases i <;> ext a b <;> fin_cases a <;> fin_cases b <;>
      simp [pauliXY, mul_apply, Fin.sum_univ_two]
  · fin_cases i <;> fin_cases j <;> first
      | exact absurd rfl hij
      | (ext a b
         fin_cases a <;> fin_cases b <;> simp [pauliXY, mul_apply, Fin.sum_univ_two])

end

end FierzCompleteness
```

```lean
#print axioms FierzCompleteness.fierz_completeness
```

```
'FierzCompleteness.fierz_completeness' depends on axioms: [propext, Classical.choice, Quot.sound]
```
